# The opposite-spin kernel of a local spin-density functional in terms of density and polarisation

A linear-response code that differentiates a local exchange-correlation energy with the spin polarisation held fixed obtains the same second derivative for every pair of spins. In a closed-shell molecule, the exchange-correlation coupling of a triplet excitation is built from the difference between the same-spin and opposite-spin values. It then comes out as zero, and the triplet excitation energies lose that contribution altogether. The missing terms come from the polarisation, which changes whenever one spin density changes alone.

## The mixed derivative in the two spin densities

Let \(a\) and \(b\) be the up and down densities, usually written \(n_\uparrow\) and \(n_\downarrow\), both positive. Put

\[
n=a+b,\qquad z=\frac{a-b}{n},
\]

where \(z\) is the polarisation that textbooks call \(\zeta\). Let \(e(n,z)\) be the energy per particle, twice continuously differentiable for \(n>0\), \(|z|<1\), and let \(F(a,b)=n\,e(n,z)\) be the energy per volume. With subscripts for partial derivatives,

\[
F_{ab}=F_{ba}=2e_n+n\,e_{nn}-2z\,e_{nz}-\frac{1-z^2}{n}\,e_{zz}.
\]

## From functional derivatives to the response potential

Many local functionals are parametrised in \(n\) and \(z\), while the response equations need derivatives in \(a\) and \(b\). For a local functional in the adiabatic approximation, small density changes \(\delta a\) and \(\delta b\) at a grid point change the exchange-correlation potential \(v_\uparrow=F_a\) of the up electrons, to first order, by

\[
\delta v_\uparrow=F_{aa}\,\delta a+F_{ab}\,\delta b .
\]

A code that starts from \(e(n,z)\) can evaluate \(e_n,e_{nn},e_{nz},e_{zz}\) at that point, assemble \(F_{aa}\) and \(F_{ab}\), and integrate \(\delta v_\uparrow\) against products of orbitals.

Local exchange shows the size of the polarisation term. Here

\[
e=-C\,n^{1/3}\,\tfrac12\left[(1+z)^{4/3}+(1-z)^{4/3}\right],
\]

where the constant \(C>0\) is fixed by the exchange energy of the unpolarised uniform electron gas. At \(z=0\), the first two terms of the kernel give

\[
2e_n+n\,e_{nn}=-\tfrac49\,C\,n^{-2/3},
\]

and the last gives \(-e_{zz}/n=+\tfrac49\,C\,n^{-2/3}\). The sum is zero, as it must be: exchange acts only between equal spins, and \(F\) is a sum of a function of \(a\) and a function of \(b\). With the polarisation frozen, the code would couple opposite spins by \(-\tfrac49\,C\,n^{-2/3}\).

## Differentiating twice with a moving polarisation

The total density has \(n_a=n_b=1\). For the polarisation, the quotient rule gives

\[
z_a=\frac{(a+b)-(a-b)}{n^2}=\frac{2b}{n^2}=\frac{1-z}{n},\qquad
z_b=\frac{-(a+b)-(a-b)}{n^2}=-\frac{2a}{n^2}=\frac{-1-z}{n}.
\]

The first derivatives of \(F\) are the spin potentials:

\[
F_a=e+n\left(e_n+\frac{1-z}{n}e_z\right)=e+n\,e_n+(1-z)e_z,
\]
\[
F_b=e+n\left(e_n+\frac{-1-z}{n}e_z\right)=e+n\,e_n+(-1-z)e_z.
\]

Their difference is \(2e_z\). Both have the form \(e+n\,e_n+(s-z)e_z\), with \(s=1\) for up and \(s=-1\) for down. Now change one spin density, labelled by \(r=\pm1\) in the same way. Along this change \(n'=1\) and \(z'=(r-z)/n\), so the three parts of the potential have the derivatives

\[
e'=e_n+\frac{r-z}{n}e_z,
\]
\[
(n\,e_n)'=e_n+n\,e_{nn}+(r-z)e_{nz},
\]
\[
\big((s-z)e_z\big)'=-\frac{r-z}{n}e_z+(s-z)e_{nz}+\frac{(s-z)(r-z)}{n}e_{zz}.
\]

The last line uses the equality of the mixed derivatives of \(e\). In the sum the terms in \(e_z\) cancel, which leaves

\[
2e_n+n\,e_{nn}+(s+r-2z)e_{nz}+\frac{(s-z)(r-z)}{n}e_{zz}.
\]

For opposite spins, \(s+r=0\) and \((s-z)(r-z)=-(1-z^2)\), which is the stated result in either order. Equal signs give

\[
F_{aa}=2e_n+n\,e_{nn}+2(1-z)e_{nz}+\frac{(1-z)^2}{n}e_{zz},
\]
\[
F_{bb}=2e_n+n\,e_{nn}-2(1+z)e_{nz}+\frac{(1+z)^2}{n}e_{zz}.
\]

## The Lean source

```lean
import Mathlib

open Filter Topology

namespace SpinDensityChainRules

noncomputable section

/-- Partial derivative in the first variable, the second being held fixed. -/
def pd₁ (f : ℝ × ℝ → ℝ) (p : ℝ × ℝ) : ℝ := deriv (fun t => f (t, p.2)) p.1

/-- Partial derivative in the second variable, the first being held fixed. -/
def pd₂ (f : ℝ × ℝ → ℝ) (p : ℝ × ℝ) : ℝ := deriv (fun t => f (p.1, t)) p.2

/-- Spin polarisation `(a - b) / (a + b)` of the spin densities `a` and `b`,
for `a + b ≠ 0`. -/
def zeta (a b : ℝ) : ℝ := (a - b) / (a + b)

/-- The domain of pairs `(n, z)` called physical below: positive density and polarisation strictly
between `-1` and `1`, so that full polarisation is left out. -/
def dom : Set (ℝ × ℝ) := {p | 0 < p.1 ∧ |p.2| < 1}

/-- Energy per volume `n e(n, z)` as a function of the two spin densities,
for nonzero total density. -/
def energy (e : ℝ × ℝ → ℝ) (p : ℝ × ℝ) : ℝ :=
  (p.1 + p.2) * e (p.1 + p.2, zeta p.1 p.2)

lemma isOpen_dom : IsOpen dom :=
  (isOpen_lt continuous_const continuous_fst).inter
    (isOpen_lt continuous_snd.abs continuous_const)

/-- Two positive spin densities give a point of the physical domain. -/
lemma mem_dom {a b : ℝ} (ha : 0 < a) (hb : 0 < b) : (a + b, zeta a b) ∈ dom := by
  have h : 0 < a + b := add_pos ha hb
  refine ⟨h, abs_lt.mpr ⟨?_, ?_⟩⟩
  · show -1 < (a - b) / (a + b)
    rw [lt_div_iff₀ h]; linarith
  · show (a - b) / (a + b) < 1
    rw [div_lt_iff₀ h]; linarith

lemma pd₁_eq {f : ℝ × ℝ → ℝ} {p : ℝ × ℝ} (h : DifferentiableAt ℝ f p) :
    pd₁ f p = fderiv ℝ f p (1, 0) :=
  (h.hasFDerivAt.comp_hasDerivAt_of_eq p.1
    ((hasDerivAt_id' p.1).prodMk (hasDerivAt_const p.1 p.2)) rfl).deriv

lemma pd₂_eq {f : ℝ × ℝ → ℝ} {p : ℝ × ℝ} (h : DifferentiableAt ℝ f p) :
    pd₂ f p = fderiv ℝ f p (0, 1) :=
  (h.hasFDerivAt.comp_hasDerivAt_of_eq p.2
    ((hasDerivAt_const p.2 p.1).prodMk (hasDerivAt_id' p.2)) rfl).deriv

/-- Chain rule for a differentiable function of two variables along a differentiable curve. -/
theorem chain_rule {g : ℝ × ℝ → ℝ} {u v : ℝ → ℝ} {u' v' t : ℝ}
    (hu : HasDerivAt u u' t) (hv : HasDerivAt v v' t)
    (hg : DifferentiableAt ℝ g (u t, v t)) :
    HasDerivAt (fun s => g (u s, v s))
      (u' * pd₁ g (u t, v t) + v' * pd₂ g (u t, v t)) t := by
  refine (hg.hasFDerivAt.comp_hasDerivAt_of_eq t (hu.prodMk hv) rfl).congr_deriv ?_
  have hs : (u', v') = u' • ((1 : ℝ), (0 : ℝ)) + v' • ((0 : ℝ), (1 : ℝ)) := by
    ext <;> simp
  rw [pd₁_eq hg, pd₂_eq hg]
  simp only [hs, map_add, map_smul, smul_eq_mul]

/-- A C² function on the physical domain has differentiable first partial derivatives there,
and its mixed second derivatives agree. -/
theorem partials_regular {e : ℝ × ℝ → ℝ} (he : ContDiffOn ℝ 2 e dom) {p : ℝ × ℝ}
    (hp : p ∈ dom) : DifferentiableAt ℝ e p ∧ DifferentiableAt ℝ (pd₁ e) p ∧
      DifferentiableAt ℝ (pd₂ e) p ∧ pd₁ (pd₂ e) p = pd₂ (pd₁ e) p := by
  have hat : ∀ q ∈ dom, DifferentiableAt ℝ e q := fun q hq =>
    (he.contDiffAt (isOpen_dom.mem_nhds hq)).differentiableAt (by norm_num)
  have hmem := isOpen_dom.mem_nhds hp
  have hc := he.contDiffAt hmem
  have hd : DifferentiableAt ℝ (fderiv ℝ e) p :=
    (hc.fderiv_right (m := 1) one_add_one_eq_two.le).differentiableAt (by norm_num)
  have happ : ∀ w : ℝ × ℝ, HasFDerivAt (fun q => fderiv ℝ e q w)
      ((fderiv ℝ (fderiv ℝ e) p).flip w) p := fun w => by
    simpa using hd.hasFDerivAt.clm_apply (hasFDerivAt_const w p)
  -- near `p` the partial derivatives are components of the total derivative
  have h1 := (happ (1, 0)).congr_of_eventuallyEq (f₁ := pd₁ e)
    (by filter_upwards [hmem] with q hq; exact pd₁_eq (hat q hq))
  have h2 := (happ (0, 1)).congr_of_eventuallyEq (f₁ := pd₂ e)
    (by filter_upwards [hmem] with q hq; exact pd₂_eq (hat q hq))
  refine ⟨hat p hp, h1.differentiableAt, h2.differentiableAt, ?_⟩
  rw [pd₁_eq h2.differentiableAt, pd₂_eq h1.differentiableAt, h1.fderiv, h2.fderiv]
  simp only [ContinuousLinearMap.flip_apply]
  exact (hc.isSymmSndFDerivAt (by simp)).eq (1, 0) (0, 1)

/-- Response of the polarisation to the up density, at nonzero total density. -/
theorem zeta_up {a b : ℝ} (h : a + b ≠ 0) :
    HasDerivAt (fun x => zeta x b) ((1 - zeta a b) / (a + b)) a :=
  (((hasDerivAt_id' a).sub_const b).fun_div ((hasDerivAt_id' a).add_const b) h).congr_deriv
    (by simp only [zeta]; field_simp)

/-- Response of the polarisation to the down density, at nonzero total density. -/
theorem zeta_down {a b : ℝ} (h : a + b ≠ 0) :
    HasDerivAt (fun y => zeta a y) ((-1 - zeta a b) / (a + b)) b :=
  (((hasDerivAt_id' b).const_sub a).fun_div ((hasDerivAt_id' b).const_add a) h).congr_deriv
    (by simp only [zeta]; field_simp)

/-- The up-spin potential is `e + n e_n + (1 - z) e_z`, where `n ≠ 0` and `e` is
differentiable at `(n, z)`. -/
theorem potential_up {e : ℝ × ℝ → ℝ} {a b : ℝ} (h : a + b ≠ 0)
    (hd : DifferentiableAt ℝ e (a + b, zeta a b)) :
    HasDerivAt (fun x => energy e (x, b))
      (e (a + b, zeta a b) + (a + b) * pd₁ e (a + b, zeta a b)
        + (1 - zeta a b) * pd₂ e (a + b, zeta a b)) a := by
  have hn : HasDerivAt (fun x => x + b) 1 a := (hasDerivAt_id' a).add_const b
  exact (hn.fun_mul (chain_rule hn (zeta_up h) hd)).congr_deriv (by field_simp; ring)

/-- The down-spin potential is `e + n e_n + (-1 - z) e_z`, where `n ≠ 0` and `e` is
differentiable at `(n, z)`. -/
theorem potential_down {e : ℝ × ℝ → ℝ} {a b : ℝ} (h : a + b ≠ 0)
    (hd : DifferentiableAt ℝ e (a + b, zeta a b)) :
    HasDerivAt (fun y => energy e (a, y))
      (e (a + b, zeta a b) + (a + b) * pd₁ e (a + b, zeta a b)
        + (-1 - zeta a b) * pd₂ e (a + b, zeta a b)) b := by
  have hn : HasDerivAt (fun y => a + y) 1 b := (hasDerivAt_id' b).const_add a
  exact (hn.fun_mul (chain_rule hn (zeta_down h) hd)).congr_deriv (by field_simp; ring)

/-- The up and down potentials differ by `2 e_z`, where `n ≠ 0` and `e` is differentiable
at `(n, z)`. -/
theorem potential_splitting {e : ℝ × ℝ → ℝ} {a b : ℝ} (h : a + b ≠ 0)
    (hd : DifferentiableAt ℝ e (a + b, zeta a b)) :
    pd₁ (energy e) (a, b) - pd₂ (energy e) (a, b) = 2 * pd₂ e (a + b, zeta a b) := by
  rw [show pd₁ (energy e) (a, b) = _ from (potential_up h hd).deriv,
    show pd₂ (energy e) (a, b) = _ from (potential_down h hd).deriv]
  ring

/-- Derivative of `e + n e_n + (s - z) e_z`, for `e` of class C² on the physical domain, along
a curve `(n, z) = (u, v)` through that domain with `n' = 1` and `z' = (r - z) / n`. -/
theorem kernel_along {e : ℝ × ℝ → ℝ} (he : ContDiffOn ℝ 2 e dom) {u v : ℝ → ℝ} {t r : ℝ}
    (s : ℝ) (hu : HasDerivAt u 1 t) (hv : HasDerivAt v ((r - v t) / u t) t)
    (hp : (u t, v t) ∈ dom) :
    HasDerivAt (fun x => e (u x, v x) + u x * pd₁ e (u x, v x) + (s - v x) * pd₂ e (u x, v x))
      (2 * pd₁ e (u t, v t) + u t * pd₁ (pd₁ e) (u t, v t)
        + (s + r - 2 * v t) * pd₂ (pd₁ e) (u t, v t)
        + (s - v t) * (r - v t) * pd₂ (pd₂ e) (u t, v t) / u t) t := by
  obtain ⟨h0, h1, h2, hsymm⟩ := partials_regular he hp
  have hu0 : u t ≠ 0 := ne_of_gt hp.1
  refine (((chain_rule hu hv h0).fun_add (hu.fun_mul (chain_rule hu hv h1))).fun_add
    ((hv.const_sub s).fun_mul (chain_rule hu hv h2))).congr_deriv ?_
  rw [hsymm]
  field_simp
  ring

/-- Opposite-spin kernel: for `e` of class C² on the physical domain and `a, b > 0`, the mixed
derivative of `n e(n, z)` in the spin densities, taken in either order, is
`2 e_n + n e_nn - 2 z e_nz - (1 - z²) e_zz / n`. -/
theorem opposite_spin_kernel {e : ℝ × ℝ → ℝ} (he : ContDiffOn ℝ 2 e dom) {a b : ℝ}
    (ha : 0 < a) (hb : 0 < b) {n z K : ℝ} (hn : n = a + b) (hz : z = zeta a b)
    (hK : K = 2 * pd₁ e (n, z) + n * pd₁ (pd₁ e) (n, z) - 2 * z * pd₂ (pd₁ e) (n, z)
      - (1 - z ^ 2) * pd₂ (pd₂ e) (n, z) / n) :
    HasDerivAt (fun y => pd₁ (energy e) (a, y)) K b ∧
      HasDerivAt (fun x => pd₂ (energy e) (x, b)) K a := by
  subst hn hz hK
  have h := (add_pos ha hb).ne'
  constructor
  · refine ((kernel_along he 1 ((hasDerivAt_id' b).const_add a) (zeta_down h)
      (mem_dom ha hb)).congr_of_eventuallyEq ?_).congr_deriv (by ring)
    filter_upwards [Ioi_mem_nhds hb] with y hy
    exact (potential_up (add_pos ha hy).ne' (partials_regular he (mem_dom ha hy)).1).deriv
  · refine ((kernel_along he (-1) ((hasDerivAt_id' a).add_const b) (zeta_up h)
      (mem_dom ha hb)).congr_of_eventuallyEq ?_).congr_deriv (by ring)
    filter_upwards [Ioi_mem_nhds ha] with x hx
    exact (potential_down (add_pos hx hb).ne' (partials_regular he (mem_dom hx hb)).1).deriv

/-- Same-spin kernels: for `e` of class C² on the physical domain and `a, b > 0`, the second
derivatives of `n e(n, z)` in `a` alone and in `b` alone are
`2 e_n + n e_nn ± 2 (1 ∓ z) e_nz + (1 ∓ z)² e_zz / n`, upper signs for `a`. -/
theorem same_spin_kernels {e : ℝ × ℝ → ℝ} (he : ContDiffOn ℝ 2 e dom) {a b : ℝ}
    (ha : 0 < a) (hb : 0 < b) {n z : ℝ} (hn : n = a + b) (hz : z = zeta a b) :
    HasDerivAt (fun x => pd₁ (energy e) (x, b))
      (2 * pd₁ e (n, z) + n * pd₁ (pd₁ e) (n, z) + 2 * (1 - z) * pd₂ (pd₁ e) (n, z)
        + (1 - z) ^ 2 * pd₂ (pd₂ e) (n, z) / n) a ∧
    HasDerivAt (fun y => pd₂ (energy e) (a, y))
      (2 * pd₁ e (n, z) + n * pd₁ (pd₁ e) (n, z) - 2 * (1 + z) * pd₂ (pd₁ e) (n, z)
        + (1 + z) ^ 2 * pd₂ (pd₂ e) (n, z) / n) b := by
  subst hn hz
  have h := (add_pos ha hb).ne'
  constructor
  · refine ((kernel_along he 1 ((hasDerivAt_id' a).add_const b) (zeta_up h)
      (mem_dom ha hb)).congr_of_eventuallyEq ?_).congr_deriv (by ring)
    filter_upwards [Ioi_mem_nhds ha] with x hx
    exact (potential_up (add_pos hx hb).ne' (partials_regular he (mem_dom hx hb)).1).deriv
  · refine ((kernel_along he (-1) ((hasDerivAt_id' b).const_add a) (zeta_down h)
      (mem_dom ha hb)).congr_of_eventuallyEq ?_).congr_deriv (by ring)
    filter_upwards [Ioi_mem_nhds hb] with y hy
    exact (potential_down (add_pos ha hy).ne' (partials_regular he (mem_dom ha hy)).1).deriv

end

end SpinDensityChainRules
```

```lean
#print axioms SpinDensityChainRules.potential_splitting
#print axioms SpinDensityChainRules.opposite_spin_kernel
#print axioms SpinDensityChainRules.same_spin_kernels
```

```
'SpinDensityChainRules.potential_splitting' depends on axioms: [propext, Classical.choice, Quot.sound]
'SpinDensityChainRules.opposite_spin_kernel' depends on axioms: [propext, Classical.choice, Quot.sound]
'SpinDensityChainRules.same_spin_kernels' depends on axioms: [propext, Classical.choice, Quot.sound]
```

## What the theorems say about a local functional

The function `e` takes a pair of real numbers. The set `dom` contains the pairs with positive density and polarisation strictly between \(-1\) and \(1\), and `ContDiffOn ℝ 2 e dom` requires two continuous derivatives there only. `pd₁` and `pd₂` are ordinary derivatives in the first and second variable with the other held fixed. Thus `pd₂ (pd₁ e)` is \(e_{nz}\) when applied to `e`, whereas `pd₁ (energy e)` is the up potential \(F_a\), because the arguments of `energy e` are the two spin densities.

In `opposite_spin_kernel`, the variables `n`, `z` and `K` abbreviate the total density, the polarisation and the right-hand side of the formula. The conclusion has two parts: the up potential is differentiable in the down density with derivative `K`, and the down potential is differentiable in the up density with the same derivative. `same_spin_kernels` states the corresponding results for \(F_{aa}\) and \(F_{bb}\).

The step from here to a response calculation is the functional derivative. For an energy \(\int F(a(\mathbf r),b(\mathbf r))\,d\mathbf r\), the kernel is \(F_{ab}\) times a delta function in position, and the theorems concern only the factor \(F_{ab}\) at one point. Functionals that depend on density gradients need further terms. Fully polarised points, where \(a\) or \(b\) vanishes, are excluded; for local exchange \(e_{zz}\) diverges there. The variables are real numbers, so nothing is said about rounding when \(|z|\) is close to 1.

## Why one continuous derivative is too few

Take \(e(n,z)=z|z|\), which has continuous first derivatives, with \(e_n=0\) and \(e_z=2|z|\). This is a mathematical example and not a physical exchange-correlation functional, which would be even in \(z\) by spin-reversal symmetry. The up potential is

\[
z|z|+(1-z)\,2|z|=2|z|-z|z|.
\]

If \(b\) passes through the value \(a\), then \(z\) passes through zero with slope \(-1/n\), and the potential has a kink. The mixed derivative does not exist at \(a=b\), so continuous first derivatives of \(e\) are not sufficient for the theorem.

## How the Lean proof is assembled

`zeta_up` and `zeta_down` are the two quotient-rule calculations. `chain_rule` differentiates a function of two variables along a curve: it applies the total derivative to the velocity \((u',v')\) and splits that vector into its two components, which `pd₁_eq` and `pd₂_eq` identify with the partial derivatives. The product rule then gives `potential_up` and `potential_down`, and their difference is `potential_splitting`.

`partials_regular` supplies what the second differentiation needs. Near a point of the open set `dom`, the partial derivatives of `e` are components of its total derivative, which is itself differentiable because `e` is C². They are therefore differentiable too, and the symmetry of the second derivative gives \(e_{zn}=e_{nz}\).

`kernel_along` carries out the calculation with the signs \(s\) and \(r\), which Lean allows to be any real numbers. It differentiates the three parts of the potential as above, exchanges the mixed derivative by `rw [hsymm]`, and leaves the cancellation of the \(e_z\) terms to `field_simp` and `ring`.

The final theorems insert the signs. One point remains: `kernel_along` differentiates the explicit formula for the potential, while the theorems speak of the derivative of `energy e`. The two agree wherever both spin densities are positive, hence throughout a neighbourhood of the point considered. The `filter_upwards` steps establish this, and `congr_of_eventuallyEq` transfers the derivative from one function to the other.
